# The energy of a normalised orbital in terms of its overlap with one core eigenstate

Let `H` be a symmetric linear operator on a complex inner product space, `c` a unit eigenvector of it with eigenvalue `Ec`, and `χ` a unit vector. The theorem `energy_eq_bound_add_excess` says that, for any real number `Ev`, the energy Re⟨χ, Hχ⟩ equals Ev − |⟨c,χ⟩|²(Ev − Ec) plus the term Re⟨v, Hv⟩ − Ev‖v‖², where v = χ − ⟨c,χ⟩c is the part of `χ` orthogonal to `c`. The vector v is not normalised, so when it is nonzero that last term is ‖v‖² times the difference between v's normalised energy and `Ev`. The proof splits `χ` into its core component and v, obtains one equation for the energy (`he`) and one for the norm (`hn`), and combines them linearly.

As first written in Lean, the proof fails:

```lean
import Mathlib

open scoped InnerProductSpace

namespace GhostStateBound

noncomputable section

variable {E : Type*} [NormedAddCommGroup E] [InnerProductSpace ℂ E]

/-- The energy expectation value `⟨x, H x⟩` (its real part) of an orbital `x`. -/
def energy (H : E →ₗ[ℂ] E) (x : E) : ℝ := (⟪x, H x⟫_ℂ).re

/-- `c` is a normalised eigenvector of the Hermitian Hamiltonian `H` with core energy `Ec`. -/
structure IsCoreState (H : E →ₗ[ℂ] E) (c : E) (Ec : ℝ) : Prop where
  symm : H.IsSymmetric
  unit : ‖c‖ = 1
  core : H c = (Ec : ℂ) • c

/-- The orbital `χ` minus `⟨c,χ⟩ c`, which is its component along `c` when `c` is a unit vector. -/
def valencePart (c χ : E) : E := χ - ⟪c, χ⟫_ℂ • c

private lemma re_self (x : E) : (⟪x, x⟫_ℂ).re = ‖x‖ ^ 2 :=
  inner_self_eq_norm_sq (𝕜 := ℂ) x

private lemma inner_unit {c : E} (hc : ‖c‖ = 1) : ⟪c, c⟫_ℂ = 1 := by
  rw [inner_self_eq_norm_sq_to_K, hc]
  simp

private lemma inner_core_H {H : E →ₗ[ℂ] E} {c y : E} {Ec : ℝ} (h : IsCoreState H c Ec)
    (hy : ⟪c, y⟫_ℂ = 0) : ⟪c, H y⟫_ℂ = 0 := by
  rw [← h.symm c y, h.core, inner_smul_left, hy, mul_zero]

/-- The energy of a core component plus an orthogonal orbital is the sum of the two energies. -/
theorem energy_core_add {H : E →ₗ[ℂ] E} {c y : E} {Ec : ℝ} (h : IsCoreState H c Ec)
    (hy : ⟪c, y⟫_ℂ = 0) (a : ℂ) :
    energy H (a • c + y) = ‖a‖ ^ 2 * Ec + energy H y := by
  have hyc : ⟪y, c⟫_ℂ = 0 := by rw [← inner_conj_symm, hy, map_zero]
  unfold energy
  rw [map_add, map_smul, h.core, Complex.sq_norm, Complex.normSq_apply]
  simp only [inner_add_left, inner_add_right, inner_smul_left, inner_smul_right,
    inner_unit h.unit, hyc, inner_core_H h hy, mul_zero, add_zero, zero_add, mul_one,
    Complex.add_re, Complex.mul_re, Complex.mul_im, Complex.conj_re, Complex.conj_im,
    Complex.ofReal_re, Complex.ofReal_im]
  ring

private lemma norm_core_add {c y : E} (hc : ‖c‖ = 1) (hy : ⟪c, y⟫_ℂ = 0) (a : ℂ) :
    ‖a • c + y‖ ^ 2 = ‖a‖ ^ 2 + ‖y‖ ^ 2 := by
  have h := energy_core_add (H := LinearMap.id) (Ec := 1) ⟨fun _ _ => rfl, hc, by simp⟩ hy a
  simpa only [energy, LinearMap.id_apply, re_self, mul_one] using h

private lemma valencePart_orth {c : E} (hc : ‖c‖ = 1) (χ : E) :
    ⟪c, valencePart c χ⟫_ℂ = 0 := by
  rw [valencePart, inner_sub_right, inner_smul_right, inner_unit hc, mul_one, sub_self]

/-- The energy of a normalised orbital is `Ev - |⟨c,χ⟩|² (Ev - Ec)` plus the excess of the
energy of its valence part over `Ev` times the norm squared of that part. -/
theorem energy_eq_bound_add_excess {H : E →ₗ[ℂ] E} {c χ : E} {Ec : ℝ}
    (h : IsCoreState H c Ec) (hχ : ‖χ‖ = 1) (Ev : ℝ) :
    energy H χ = Ev - ‖⟪c, χ⟫_ℂ‖ ^ 2 * (Ev - Ec)
      + (energy H (valencePart c χ) - Ev * ‖valencePart c χ‖ ^ 2) := by
  have hs : ⟪c, χ⟫_ℂ • c + valencePart c χ = χ := by
    unfold valencePart
    abel
  have he := energy_core_add h (valencePart_orth h.unit χ) ⟪c, χ⟫_ℂ
  have hn := norm_core_add h.unit (valencePart_orth h.unit χ) ⟪c, χ⟫_ℂ
  rw [hs] at he hn
  rw [hχ] at hn
  linear_combination he + Ev * hn

end

end GhostStateBound
```

Lean reports:

```
Main.lean:69:2: error: ring failed, ring expressions not equal
E : Type u_1
inst✝¹ : NormedAddCommGroup E
inst✝ : InnerProductSpace ℂ E
H : E →ₗ[ℂ] E
c χ : E
Ec : ℝ
h : IsCoreState H c Ec
hχ : ‖χ‖ = 1
Ev : ℝ
hs : ⟪c, χ⟫_ℂ • c + valencePart c χ = χ
he : energy H χ = ‖⟪c, χ⟫_ℂ‖ ^ 2 * Ec + energy H (valencePart c χ)
hn : 1 ^ 2 = ‖⟪c, χ⟫_ℂ‖ ^ 2 + ‖valencePart c χ‖ ^ 2
⊢ ‖⟪c, χ⟫_ℂ‖ ^ 2 * Ev * 2 - Ev * 2 + Ev * ‖valencePart c χ‖ ^ 2 * 2 = 0
```

What went wrong. The error is a wrong sign in the last line. `linear_combination` subtracts the proposed combination of hypotheses from the goal, left side minus right side in each, and asks `ring1` to show that the result is zero.

Write p for |⟨c,χ⟩|² and n for ‖v‖². Once `he` is subtracted from the goal, what is left is −Ev + Ev·p + Ev·n, which is −Ev·(1 − p − n). The bracket is the left side minus the right side of `hn`, so `hn` is needed with coefficient −Ev. The attempt gave it +Ev, which doubled the remainder instead of cancelling it. That is the expression in the message, with its factors of 2, and `ring1` cannot prove it zero because it does not use `hn` by itself.

The diff changes `he + Ev * hn` to `he - Ev * hn`. The remainder then cancels identically, and the proof closes.

This version goes through:

```diff
@@ -67,5 +67,5 @@
   rw [hs] at he hn
   rw [hχ] at hn
-  linear_combination he + Ev * hn
+  linear_combination he - Ev * hn
 
 end
```
